# Minus the Phase Derivative of an Energy Level Is Its Bond Current

Let $H(\theta)$ be a finite Hermitian matrix that depends on the real angle $\theta$ only through $H_{xy}(\theta)=h\,e^{i\theta}$ and its conjugate entry $H_{yx}(\theta)$, with $x\neq y$. Suppose that $H(\theta)\psi(\theta)=E(\theta)\psi(\theta)$ near $\theta_0$, with $\psi$ continuous at $\theta_0$ and normalized there. Then $E$ is differentiable at $\theta_0$, and

$$E'(\theta_0)=-2\,\mathrm{Im}\big(\overline{\psi_x}\,H_{xy}\,\psi_y\big)\Big|_{\theta_0}.$$

The eigenvector need not be differentiable. With $\hbar=1$, the right side is minus the probability current from site $y$ into site $x$.

## Probability flow on a bond

Write $J_{ij}=2\,\mathrm{Im}(\overline{\psi_i}H_{ij}\psi_j)$. With $\hbar=1$, the Schrödinger equation $\dot\psi=-iH\psi$ gives

$$\frac{d}{dt}|\psi_i|^2=2\,\mathrm{Re}\big(\overline{\psi_i}(-i)(H\psi)_i\big)=2\,\mathrm{Im}\big(\overline{\psi_i}(H\psi)_i\big)=\sum_j J_{ij}.$$

Since $H$ is Hermitian, $J_{ji}=-J_{ij}$: what enters $i$ from $j$ is lost by $j$. So $J_{ij}$ is the probability current from site $j$ into site $i$. In an eigenstate with real energy $E$, the sum is $2\,\mathrm{Im}(E|\psi_i|^2)=0$, which is Kirchhoff's law.

The result says $E'=-J_{xy}$. For non-interacting electrons on a finite tight-binding ring with nearest-neighbour hopping, where $\theta$ represents the magnetic flux through the ring, $J_{xy}$ is the persistent current carried by one level, counted in particles rather than charge.

## From a finite difference to the derivative

Put $\varphi=\psi(\theta_0)$, $E_0=E(\theta_0)$, $\psi=\psi(\theta)$, $E=E(\theta)$ and $\langle\varphi,\psi\rangle=\sum_i\overline{\varphi_i}\psi_i$. The eigenvalue equation at $\theta$, and Hermiticity at $\theta_0$, give

$$\langle\varphi,H(\theta)\psi\rangle=E\langle\varphi,\psi\rangle,\qquad \langle\varphi,H(\theta_0)\psi\rangle=E_0\langle\varphi,\psi\rangle.$$

Subtract. Only two matrix entries have changed, so with $\Delta H=H(\theta)-H(\theta_0)$

$$(E-E_0)\langle\varphi,\psi\rangle=\overline{\varphi_x}\,\Delta H_{xy}\,\psi_y+\overline{\varphi_y}\,\Delta H_{yx}\,\psi_x .$$

This is exact. By continuity the overlap tends to $\langle\varphi,\varphi\rangle=1$, so it is nonzero near $\theta_0$. Divide by it and by $\theta-\theta_0$, and let $\theta\to\theta_0$. Since $H_{xy}'=iH_{xy}$ and $H_{yx}'=-iH_{yx}$, the right side tends to

$$i\,\overline{\varphi_x}H_{xy}\varphi_y-i\,\overline{\varphi_y}H_{yx}\varphi_x=i(z-\bar z)=-2\,\mathrm{Im}\,z,\qquad z=\overline{\varphi_x}H_{xy}(\theta_0)\varphi_y .$$

## A three-site ring with numbers

Take sites 0, 1, 2 with all hoppings equal to $1$, and put the phase on $H_{01}$. With $v=e^{-i\theta/3}$, the vector $\psi=(1,v^2,v)/\sqrt3$ is normalized. Apart from the factor $1/\sqrt3$, the three components of $H\psi$ are

$$v^{-3}v^2+v=v^{-1}+v,\qquad v^3+v=(v^{-1}+v)v^2,\qquad 1+v^2=(v^{-1}+v)v .$$

Hence $E=v^{-1}+v=2\cos(\theta/3)$, and $J_{01}=-E'=\tfrac23\sin(\theta/3)$.

At $\theta=\pi/2$ we have $H_{01}=i$, $\psi_0=1/\sqrt3$ and $\psi_1=e^{-i\pi/3}/\sqrt3$. Thus $\overline{\psi_0}H_{01}\psi_1=\tfrac13e^{i\pi/6}$, whose imaginary part is $1/6$, and $J_{01}=1/3$. A central difference of $E$ with step $0.3$ on either side gives $E'\approx-0.3328$, against the exact $-1/3$.

## Evaluating the current in a program

A tight-binding program with an orthonormal basis can diagonalize $H(\theta)$ once and evaluate $J_{xy}$ from the normalized eigenvector. The arbitrary overall phase returned by the eigensolver cancels. A finite difference of energies is an independent check of the sign and the factor 2, provided that the level is non-degenerate at $\theta$, its current is nonzero, and the same branch is followed at both angles. At a degeneracy the eigensolver may return any normalized vector of the eigenspace, and the current of that vector need not be minus the slope of a branch.

## How the statement is encoded

- `bondTwist K x y θ` is $H(\theta)$: the fixed Hermitian matrix `K` with $e^{i\theta}$ multiplying entry $(x,y)$ and $e^{-i\theta}$ multiplying entry $(y,x)$. Thus $h=K_{xy}$, which may be complex.
- `bondCurrent H ψ i j` is $J_{ij}$, a particle current without a charge factor.
- In `energy_hasDerivAt`, `heig` is the eigenvalue equation for all $\theta$ near $\theta_0$, `hcont` is continuity of the eigenvector at $\theta_0$, and `hnorm` is normalization at that point only.
- `HasDerivAt` in the conclusion says that $E$ is differentiable at $\theta_0$ and gives its derivative.

The continuous eigenpair is assumed, not constructed. At a level crossing, this means choosing a branch whose eigenvector passes through continuously. The model has finitely many sites and a single bond that depends on $\theta$ (other bonds may carry fixed phases), and its states are vectors of one-particle amplitudes. With only two sites, Kirchhoff's law makes the current zero, and the energy does not depend on $\theta$.

## The Lean file

```lean
import Mathlib

open Matrix Filter Topology

namespace BondCurrentEnergyDerivative

noncomputable section

variable {n : Type*} [Fintype n]

/-- The probability current flowing from site `j` into site `i` in the state `ψ`. -/
def bondCurrent (H : Matrix n n ℂ) (ψ : n → ℂ) (i j : n) : ℝ :=
  2 * (star (ψ i) * H i j * ψ j).im

/-- The total current into a site, expressed through the action of the Hamiltonian there. -/
theorem sum_bondCurrent (H : Matrix n n ℂ) (ψ : n → ℂ) (i : n) :
    ∑ j, bondCurrent H ψ i j = 2 * (star (ψ i) * (H *ᵥ ψ) i).im := by
  simp only [bondCurrent, Matrix.mulVec, dotProduct, Finset.mul_sum, Complex.im_sum, mul_assoc]

/-- Continuity equation: under the Schrödinger equation (with ħ = 1) the occupation of a site
changes at the rate of the total current into it. -/
theorem continuity_equation (H : Matrix n n ℂ) (ψ : ℝ → n → ℂ) (t : ℝ)
    (hψ : HasDerivAt ψ ((-Complex.I) • (H *ᵥ ψ t)) t) (i : n) :
    HasDerivAt (fun s => Complex.normSq (ψ s i)) (∑ j, bondCurrent H (ψ t) i j) t := by
  have hi := hasDerivAt_pi.1 hψ i
  have hr : HasDerivAt (fun s => (ψ s i).re) (((-Complex.I) • (H *ᵥ ψ t)) i).re t :=
    Complex.reCLM.hasFDerivAt.comp_hasDerivAt t hi
  have hm : HasDerivAt (fun s => (ψ s i).im) (((-Complex.I) • (H *ᵥ ψ t)) i).im t :=
    Complex.imCLM.hasFDerivAt.comp_hasDerivAt t hi
  simp only [Complex.normSq_apply]
  refine ((hr.fun_mul hr).fun_add (hm.fun_mul hm)).congr_deriv ?_
  rw [sum_bondCurrent]
  simp only [Pi.smul_apply, smul_eq_mul, Complex.star_def, Complex.mul_re, Complex.mul_im,
    Complex.neg_re, Complex.neg_im, Complex.I_re, Complex.I_im, Complex.conj_re, Complex.conj_im]
  ring

/-- Kirchhoff's law: in an energy eigenstate the currents into each site add up to zero. -/
theorem kirchhoff (H : Matrix n n ℂ) (ψ : n → ℂ) (E : ℝ)
    (h : H *ᵥ ψ = (E : ℂ) • ψ) (i : n) : ∑ j, bondCurrent H ψ i j = 0 := by
  rw [sum_bondCurrent, h]
  simp only [Pi.smul_apply, smul_eq_mul, Complex.star_def, Complex.mul_re, Complex.mul_im,
    Complex.conj_re, Complex.conj_im, Complex.ofReal_re, Complex.ofReal_im]
  ring

variable [DecidableEq n]

/-- The Hamiltonian `K` with the phase `exp(iθ)` on the entry `(x, y)` and the opposite phase
on the entry `(y, x)`. -/
def bondTwist (K : Matrix n n ℂ) (x y : n) (θ : ℝ) : Matrix n n ℂ :=
  Matrix.of fun i j =>
    if i = x ∧ j = y then K i j * Complex.exp (θ * Complex.I)
    else if i = y ∧ j = x then K i j * Complex.exp (-(θ * Complex.I))
    else K i j

omit [Fintype n] in
/-- A phase on a bond between two different sites keeps the Hamiltonian Hermitian. -/
theorem bondTwist_isHermitian {K : Matrix n n ℂ} (hK : K.IsHermitian) {x y : n} (hxy : x ≠ y)
    (θ : ℝ) : (bondTwist K x y θ).IsHermitian := by
  apply Matrix.IsHermitian.ext
  intro i j
  have h := hK.apply i j
  have e1 : star (Complex.exp (θ * Complex.I)) = Complex.exp (-(θ * Complex.I)) := by
    rw [Complex.star_def, ← Complex.exp_conj]; simp
  have e2 : star (Complex.exp (-(θ * Complex.I))) = Complex.exp (θ * Complex.I) := by
    rw [← e1, star_star]
  simp only [bondTwist, Matrix.of_apply]
  by_cases h1 : i = x ∧ j = y
  · have h2 : ¬(j = x ∧ i = y) := fun h => hxy (h1.1.symm.trans h.2)
    rw [if_neg h2, if_pos ⟨h1.2, h1.1⟩, if_pos h1, star_mul', e2, h]
  · by_cases h2 : i = y ∧ j = x
    · rw [if_pos ⟨h2.2, h2.1⟩, if_neg h1, if_pos h2, star_mul', e1, h]
    · have h3 : ¬(j = x ∧ i = y) := fun h => h2 ⟨h.2, h.1⟩
      have h4 : ¬(j = y ∧ i = x) := fun h => h1 ⟨h.2, h.1⟩
      rw [if_neg h3, if_neg h4, if_neg h1, if_neg h2, h]

/-- Exact finite-difference identity: the energy difference of eigenstates at two phases, times
their overlap, is the matrix element of the change of the Hamiltonian on the bond. -/
theorem energy_difference {K : Matrix n n ℂ} (hK : K.IsHermitian) {x y : n} (hxy : x ≠ y)
    {θ₀ θ E₀ E : ℝ} {φ ψ : n → ℂ} (hφ : bondTwist K x y θ₀ *ᵥ φ = (E₀ : ℂ) • φ)
    (hψ : bondTwist K x y θ *ᵥ ψ = (E : ℂ) • ψ) :
    ((E : ℂ) - E₀) * (star φ ⬝ᵥ ψ) =
      star (φ x) * (bondTwist K x y θ x y - bondTwist K x y θ₀ x y) * ψ y +
      star (φ y) * (bondTwist K x y θ y x - bondTwist K x y θ₀ y x) * ψ x := by
  -- the Hamiltonian changes on one bond only
  have hd : bondTwist K x y θ *ᵥ ψ - bondTwist K x y θ₀ *ᵥ ψ = fun i =>
      (if i = x then (bondTwist K x y θ x y - bondTwist K x y θ₀ x y) * ψ y else 0) +
      (if i = y then (bondTwist K x y θ y x - bondTwist K x y θ₀ y x) * ψ x else 0) := by
    funext i
    have hj : ∀ j, (bondTwist K x y θ i j - bondTwist K x y θ₀ i j) * ψ j =
        (if j = y then (if i = x then
          (bondTwist K x y θ x y - bondTwist K x y θ₀ x y) * ψ y else 0) else 0) +
        (if j = x then (if i = y then
          (bondTwist K x y θ y x - bondTwist K x y θ₀ y x) * ψ x else 0) else 0) := by
      intro j
      have hyx := hxy.symm
      by_cases hix : i = x <;> by_cases hiy : i = y <;> by_cases hjx : j = x <;>
        by_cases hjy : j = y <;> simp_all [bondTwist]
    rw [← Matrix.sub_mulVec]
    simp only [Matrix.mulVec, dotProduct, Matrix.sub_apply, hj, Finset.sum_add_distrib,
      Finset.sum_ite_eq', Finset.mem_univ, ↓reduceIte]
  -- Hermiticity lets the Hamiltonian at `θ₀` act to the left
  have h1 : star φ ⬝ᵥ (bondTwist K x y θ₀ *ᵥ ψ) = E₀ * (star φ ⬝ᵥ ψ) := by
    have h := congrArg star hφ
    rw [Matrix.star_mulVec, (bondTwist_isHermitian hK hxy θ₀).eq] at h
    rw [Matrix.dotProduct_mulVec, h, star_smul, smul_dotProduct, smul_eq_mul,
      Complex.star_def, Complex.conj_ofReal]
  have h2 : star φ ⬝ᵥ (bondTwist K x y θ *ᵥ ψ) = E * (star φ ⬝ᵥ ψ) := by
    rw [hψ, dotProduct_smul, smul_eq_mul]
  have h3 := congrArg (fun v => star φ ⬝ᵥ v) hd
  simp only [dotProduct_sub] at h3
  rw [h1, h2] at h3
  simp only [dotProduct, Pi.star_apply, mul_add, mul_ite, mul_zero, Finset.sum_add_distrib,
    Finset.sum_ite_eq', Finset.mem_univ, ↓reduceIte] at h3 ⊢
  linear_combination h3

/-- Current as energy derivative: along an eigenpair that is continuous at `θ₀` and normalized
there, the energy is differentiable in the bond phase, with derivative minus the bond current. -/
theorem energy_hasDerivAt {K : Matrix n n ℂ} (hK : K.IsHermitian) {x y : n} (hxy : x ≠ y)
    {E : ℝ → ℝ} {ψ : ℝ → n → ℂ} {θ₀ : ℝ}
    (heig : ∀ᶠ θ in 𝓝 θ₀, bondTwist K x y θ *ᵥ ψ θ = (E θ : ℂ) • ψ θ)
    (hcont : ContinuousAt ψ θ₀) (hnorm : star (ψ θ₀) ⬝ᵥ ψ θ₀ = 1) :
    HasDerivAt E (-bondCurrent (bondTwist K x y θ₀) (ψ θ₀) x y) θ₀ := by
  have h0 : HasDerivAt (fun t : ℝ => (t : ℂ)) 1 θ₀ := by
    simpa using (hasDerivAt_id θ₀).ofReal_comp
  have hu : HasDerivAt (fun t : ℝ => bondTwist K x y t x y)
      (Complex.I * bondTwist K x y θ₀ x y) θ₀ := by
    have e : ∀ t : ℝ, bondTwist K x y t x y = K x y * Complex.exp (t * Complex.I) := by
      intro t; simp [bondTwist]
    simp only [e]
    exact (((h0.mul_const Complex.I).cexp).const_mul (K x y)).congr_deriv (by ring)
  have hv : HasDerivAt (fun t : ℝ => bondTwist K x y t y x)
      (-(Complex.I * bondTwist K x y θ₀ y x)) θ₀ := by
    have e : ∀ t : ℝ, bondTwist K x y t y x = K y x * Complex.exp (-(t * Complex.I)) := by
      intro t; simp [bondTwist, hxy.symm]
    simp only [e]
    exact (((h0.mul_const Complex.I).fun_neg.cexp).const_mul (K y x)).congr_deriv (by ring)
  have hc : ∀ i, Tendsto (fun θ => ψ θ i) (𝓝 θ₀) (𝓝 (ψ θ₀ i)) := fun i =>
    ((continuous_apply i).tendsto (ψ θ₀)).comp hcont
  have hN : Tendsto (fun θ => star (ψ θ₀) ⬝ᵥ ψ θ) (𝓝 θ₀) (𝓝 (star (ψ θ₀) ⬝ᵥ ψ θ₀)) :=
    tendsto_finsetSum Finset.univ fun i _ => (hc i).const_mul (star (ψ θ₀ i))
  rw [hnorm] at hN
  -- the limit of the difference quotient, divided by the overlap
  have hlim := ((((hasDerivAt_iff_tendsto_slope.1 hu).const_mul (star (ψ θ₀ x))).mul
    ((hc y).mono_left nhdsWithin_le_nhds)).add
    (((hasDerivAt_iff_tendsto_slope.1 hv).const_mul (star (ψ θ₀ y))).mul
    ((hc x).mono_left nhdsWithin_le_nhds))).div
    (hN.mono_left nhdsWithin_le_nhds) one_ne_zero
  have hre := (Complex.continuous_re.tendsto _).comp hlim
  rw [hasDerivAt_iff_tendsto_slope]
  have hval : -bondCurrent (bondTwist K x y θ₀) (ψ θ₀) x y =
      ((star (ψ θ₀ x) * (Complex.I * bondTwist K x y θ₀ x y) * ψ θ₀ y +
        star (ψ θ₀ y) * (-(Complex.I * bondTwist K x y θ₀ y x)) * ψ θ₀ x) / 1).re := by
    rw [← (bondTwist_isHermitian hK hxy θ₀).apply y x]
    simp only [bondCurrent, div_one, Complex.star_def, Complex.add_re, Complex.mul_re,
      Complex.mul_im, Complex.neg_re, Complex.neg_im, Complex.I_re, Complex.I_im,
      Complex.conj_re, Complex.conj_im]
    ring
  rw [hval]
  refine hre.congr' ?_
  filter_upwards [heig.filter_mono nhdsWithin_le_nhds,
    (hN.eventually_ne one_ne_zero).filter_mono nhdsWithin_le_nhds] with θ hθ hne
  have e := energy_difference hK hxy heig.self_of_nhds hθ
  rw [Function.comp_apply, ← Complex.ofReal_re (slope E θ₀ θ)]
  congr 1
  refine (div_eq_iff hne).2 ?_
  simp only [slope_def_module, Complex.real_smul, smul_eq_mul]
  push_cast
  linear_combination (-((θ : ℂ) - θ₀)⁻¹) * e

/-- The three-site ring with unit hopping. -/
def triangle : Matrix (Fin 3) (Fin 3) ℂ := !![0, 1, 1; 1, 0, 1; 1, 1, 0]

/-- A state of equal weight on the three sites, with site phases that follow `θ`. -/
def triangleState (θ : ℝ) : Fin 3 → ℂ :=
  ((√3 : ℝ) : ℂ)⁻¹ • ![1, Complex.exp (-(θ / 3 * Complex.I)) ^ 2,
    Complex.exp (-(θ / 3 * Complex.I))]

/-- The three-site ring with a phase on one bond has `triangleState` as a continuous normalized
eigenstate of energy `2 cos(θ/3)`. -/
theorem triangle_witness : triangle.IsHermitian ∧ Continuous triangleState ∧
    ∀ θ : ℝ, star (triangleState θ) ⬝ᵥ triangleState θ = 1 ∧
      bondTwist triangle 0 1 θ *ᵥ triangleState θ =
        ((2 * Real.cos (θ / 3) : ℝ) : ℂ) • triangleState θ := by
  refine ⟨?_, ?_, fun θ => ?_⟩
  · apply Matrix.IsHermitian.ext
    intro i j
    fin_cases i <;> fin_cases j <;> simp [triangle]
  · have hv : Continuous (fun θ : ℝ => (![1, Complex.exp (-(θ / 3 * Complex.I)) ^ 2,
        Complex.exp (-(θ / 3 * Complex.I))] : Fin 3 → ℂ)) := by
      refine continuous_pi fun i => ?_
      fin_cases i <;> simp <;> fun_prop
    exact hv.const_smul (((√3 : ℝ) : ℂ)⁻¹)
  have hcos : ((2 * Real.cos (θ / 3) : ℝ) : ℂ) =
      Complex.exp (θ / 3 * Complex.I) + Complex.exp (-(θ / 3 * Complex.I)) := by
    push_cast
    rw [Complex.cos, neg_mul]
    ring
  have h3 : Complex.exp (θ * Complex.I) = Complex.exp (θ / 3 * Complex.I) ^ 3 := by
    rw [← Complex.exp_nat_mul]; congr 1; push_cast; ring
  have h3' : Complex.exp (-(θ * Complex.I)) = Complex.exp (-(θ / 3 * Complex.I)) ^ 3 := by
    rw [← Complex.exp_nat_mul]; congr 1; push_cast; ring
  have hw : Complex.exp (θ / 3 * Complex.I) * Complex.exp (-(θ / 3 * Complex.I)) = 1 := by
    rw [← Complex.exp_add, add_neg_cancel, Complex.exp_zero]
  have hs : star (Complex.exp (-(θ / 3 * Complex.I))) = Complex.exp (θ / 3 * Complex.I) := by
    have hr : (θ : ℂ) / 3 = ((θ / 3 : ℝ) : ℂ) := by simp
    rw [hr, Complex.star_def, ← Complex.exp_conj]
    simp only [map_neg, map_mul, Complex.conj_ofReal, Complex.conj_I, mul_neg, neg_neg]
  rw [hcos]
  unfold triangleState
  generalize Complex.exp (θ / 3 * Complex.I) = w at *
  generalize Complex.exp (-(θ / 3 * Complex.I)) = v at *
  constructor
  · have hv : star ![1, v ^ 2, v] ⬝ᵥ ![1, v ^ 2, v] = 1 + star v ^ 2 * v ^ 2 + star v * v := by
      simp [dotProduct, Fin.sum_univ_three]
    have hq : ((√3 : ℝ) : ℂ) * ((√3 : ℝ) : ℂ) = 3 := by
      rw [← Complex.ofReal_mul, Real.mul_self_sqrt (by norm_num)]; norm_num
    have hq' : ((√3 : ℝ) : ℂ)⁻¹ * ((√3 : ℝ) : ℂ)⁻¹ = 3⁻¹ := by rw [← mul_inv, hq]
    have hv3 : 1 + w ^ 2 * v ^ 2 + w * v = 3 := by linear_combination (w * v + 2) * hw
    rw [star_smul, smul_dotProduct, dotProduct_smul, hv, hs, hv3, smul_eq_mul, smul_eq_mul,
      star_inv₀, Complex.star_def, Complex.conj_ofReal, ← mul_assoc, hq']
    norm_num
  · have hM : bondTwist triangle 0 1 θ = !![0, w ^ 3, 1; v ^ 3, 0, 1; 1, 1, 0] := by
      ext i j
      fin_cases i <;> fin_cases j <;> simp [bondTwist, triangle, h3, h3']
    have hE : !![0, w ^ 3, 1; v ^ 3, 0, 1; 1, 1, 0] *ᵥ ![1, v ^ 2, v] =
        (w + v) • ![1, v ^ 2, v] := by
      funext i
      fin_cases i
      · simp [Matrix.mulVec, dotProduct, Fin.sum_univ_three]
        linear_combination w * (w * v + 1) * hw
      · simp [Matrix.mulVec, dotProduct, Fin.sum_univ_three]
        linear_combination (-v) * hw
      · simp [Matrix.mulVec, dotProduct, Fin.sum_univ_three]
        linear_combination (-1 : ℂ) * hw
    rw [hM, Matrix.mulVec_smul, hE, smul_comm]

/-- The current on the twisted bond of the three-site ring in `triangleState` is
`(2/3) sin(θ/3)`. -/
theorem triangle_current (θ : ℝ) :
    bondCurrent (bondTwist triangle 0 1 θ) (triangleState θ) 0 1 =
      2 / 3 * Real.sin (θ / 3) := by
  obtain ⟨hH, hc, h⟩ := triangle_witness
  have h1 := energy_hasDerivAt hH (by decide : (0 : Fin 3) ≠ 1)
    (E := fun t => 2 * Real.cos (t / 3)) (Eventually.of_forall fun t => (h t).2)
    hc.continuousAt (h θ).1
  have h2 : HasDerivAt (fun t : ℝ => 2 * Real.cos (t / 3)) (-(2 / 3 * Real.sin (θ / 3))) θ :=
    (((hasDerivAt_id' θ).div_const 3).cos.const_mul 2).congr_deriv (by ring)
  exact neg_injective (h1.unique h2)

end

end BondCurrentEnergyDerivative
```

```lean
#print axioms BondCurrentEnergyDerivative.continuity_equation
#print axioms BondCurrentEnergyDerivative.kirchhoff
#print axioms BondCurrentEnergyDerivative.energy_hasDerivAt
#print axioms BondCurrentEnergyDerivative.triangle_current
```

```
'BondCurrentEnergyDerivative.continuity_equation' depends on axioms: [propext, Classical.choice, Quot.sound]
'BondCurrentEnergyDerivative.kirchhoff' depends on axioms: [propext, Classical.choice, Quot.sound]
'BondCurrentEnergyDerivative.energy_hasDerivAt' depends on axioms: [propext, Classical.choice, Quot.sound]
'BondCurrentEnergyDerivative.triangle_current' depends on axioms: [propext, Classical.choice, Quot.sound]
```

## How the proof follows the derivation

`sum_bondCurrent` collects the currents into a site as $2\,\mathrm{Im}(\overline{\psi_i}(H\psi)_i)$. `continuity_equation` differentiates the squared real and imaginary parts of $\psi_i$ and matches the result to that sum; `kirchhoff` inserts the eigenvalue equation.

`bondTwist_isHermitian` checks the two twisted entries and the remaining ones separately. The condition $x\ne y$ keeps the two twisted entries distinct.

`energy_difference` is the exact identity. Its step `hd` shows that $\Delta H\,\psi$ has contributions only at $x$ and $y$. Steps `h1` and `h2` are the two matrix elements above, with Hermiticity used in `h1`. Step `h3` takes the inner product of `hd` with $\varphi$ and inserts them, and `linear_combination` rearranges the result.

In `energy_hasDerivAt`, `hu` and `hv` differentiate the two bond entries, and `hN` is the limit of the overlap. `hlim` combines them into the limit of the right side divided by the overlap and by $\theta-\theta_0$, and `hval` identifies its real part with $-J_{xy}$. The final `congr'` step uses `energy_difference` to show that this expression equals the difference quotient of $E$ wherever the overlap is nonzero, close to $\theta_0$.

`triangle_witness` verifies Hermiticity, continuity, normalization and the eigenvalue equation for the ring. The exponentials are replaced by `w` and `v` with $wv=1$, which leaves polynomial identities. `triangle_current` then obtains the current without expanding its definition: the general theorem and direct differentiation of $2\cos(\theta/3)$ give two expressions for the same derivative, and uniqueness of the derivative equates them.
